# A differentiable, curl-free field homogeneous of degree k ≠ −1 has the potential ⟨x, v(x)⟩/(k+1) away from the origin

Recovering an energy from a force law usually means a line integral, and the integral needs a starting point. For an inverse-square force it diverges if it starts at the origin; for a spring it diverges if it starts at infinity. Replacing the integral by "force times distance" can give the wrong factor: for a spring the product is twice the stored energy.

If the field has no built-in length scale, so that stretching \(x\) by \(t>0\) multiplies \(v\) by a fixed power \(t^k\), the right factor is known. For \(k\neq-1\), and for a field that is differentiable with symmetric derivative away from the origin,

\[
F(x)=\frac{\langle x,v(x)\rangle}{k+1}\qquad\text{satisfies}\qquad \nabla F(x)=v(x)\quad (x\neq 0).
\]

The sign convention is the mathematical one. If \(v\) is a physical force, the potential energy is \(U=-F\).

## The field and its potential

The position \(x\) lies in a real inner-product space \(E\) of any dimension, finite or infinite; the space \(E\) need not be complete.

```lean
import Mathlib

open Filter
open scoped InnerProductSpace Topology

namespace HomogeneousFieldPotential

noncomputable section

variable {E : Type*} [NormedAddCommGroup E] [InnerProductSpace ℝ E]
```

The scaling law is \(v(tx)=t^k v(x)\) for \(t>0\) and \(x\neq0\), with \(k\) real. Nothing is required of \(v(0)\), so singular forces are allowed.

```lean
/-- The vector field `v` is homogeneous of real degree `k` away from the origin:
`v (t x) = t ^ k v x` for every `t > 0` and `x ≠ 0`. -/
def HomogeneousField (k : ℝ) (v : E → E) : Prop :=
  ∀ t : ℝ, 0 < t → ∀ x : E, x ≠ 0 → v (t • x) = t ^ k • v x
```

Write \(Dv(x)[a]\) for the derivative of \(v\) at \(x\) along \(a\); in Lean it is `fderiv ℝ v x a`. A conservative force does no net work around small loops, and the local form of this is

\[
\langle Dv(x)[a],b\rangle=\langle a,Dv(x)[b]\rangle .
\]

In Cartesian coordinates this reads \(\partial_i v_j=\partial_j v_i\), which in three dimensions is \(\nabla\times v=0\); hence the name `CurlFree`, used here in every dimension.

```lean
/-- At every nonzero point `x` the operator `fderiv ℝ v x` is symmetric. This operator is the
derivative of `v` where `v` is differentiable, and zero by convention elsewhere. -/
def CurlFree (v : E → E) : Prop :=
  ∀ x : E, x ≠ 0 → ∀ a b : E, ⟪fderiv ℝ v x a, b⟫_ℝ = ⟪a, fderiv ℝ v x b⟫_ℝ
```

Lean assigns the derivative zero where none exists, so this condition has its intended meaning only together with differentiability, which the theorems assume separately.

That \(F\) has gradient \(v(x)\) means that its derivative at \(x\) is the functional \(a\mapsto\langle v(x),a\rangle\), written `innerSL ℝ (v x)`.

```lean
/-- The function `F` has gradient `v x` at every nonzero point `x`. -/
def IsPotential (F : E → ℝ) (v : E → E) : Prop :=
  ∀ x : E, x ≠ 0 → HasFDerivAt F (innerSL ℝ (v x)) x
```

The candidate potential is the virial divided by \(k+1\). "Virial" here means the bare product \(\langle x,v(x)\rangle\), without the factor \(-\tfrac12\) or the time average that some textbooks include.

```lean
/-- The virial `⟨x, v x⟩` divided by `k + 1`; for `k = -1` the value is `0` by Lean's convention for
division by zero. -/
def virialPotential (k : ℝ) (v : E → E) (x : E) : ℝ := ⟪x, v x⟫_ℝ / (k + 1)
```

## Euler's relation for the field

Fix \(x\neq0\) and differentiate both sides of \(v(tx)=t^k v(x)\) with respect to \(t\) at \(t=1\). The chain rule on the left and the power rule on the right give

\[
Dv(x)[x]=k\,v(x).
\]

```lean
/-- Euler's relation for a field: if `v` is homogeneous of degree `k` and differentiable at
`x ≠ 0`, its derivative at `x` along `x` is `k v x`. -/
theorem euler_relation {k : ℝ} {v : E → E} (hv : HomogeneousField k v) {x : E} (hx : x ≠ 0)
    (hd : DifferentiableAt ℝ v x) : fderiv ℝ v x x = k • v x := by
  -- differentiate `v (t x)` at `t = 1` in two ways
  have hline : HasDerivAt (fun t : ℝ => t • x) x 1 := by
    simpa using (hasDerivAt_id (1 : ℝ)).smul_const x
  have hv1 : HasFDerivAt v (fderiv ℝ v x) ((1 : ℝ) • x) := by
    rw [one_smul]
    exact hd.hasFDerivAt
  have h1 := hv1.comp_hasDerivAt (1 : ℝ) hline
  have h2 : HasDerivAt (fun t : ℝ => t ^ k • v x) (k • v x) 1 := by
    simpa using (Real.hasDerivAt_rpow_const (x := 1) (p := k)
      (Or.inl one_ne_zero)).smul_const (v x)
  have h3 : (v ∘ fun t : ℝ => t • x) =ᶠ[𝓝 1] (fun t : ℝ => t ^ k • v x) := by
    filter_upwards [Ioi_mem_nhds (zero_lt_one' ℝ)] with t ht
    exact hv t ht x hx
  exact h1.unique (h2.congr_of_eventuallyEq h3)
```

Here `h1` is the derivative of the left side of the scaling law and `h2` that of the right side. The two functions of \(t\) agree for \(t>0\), hence near \(t=1\) (`h3`), and a derivative is unique.

## The gradient of the virial

By the product rule, then symmetry, then Euler's relation,

\[
\begin{aligned}
D\langle x,v(x)\rangle[a]
&=\langle a,v(x)\rangle+\langle x,Dv(x)[a]\rangle\\
&=\langle a,v(x)\rangle+\langle Dv(x)[x],a\rangle\\
&=\langle a,v(x)\rangle+k\langle v(x),a\rangle=(k+1)\langle v(x),a\rangle .
\end{aligned}
\]

This holds for every real \(k\), including \(-1\).

```lean
/-- For a field homogeneous of degree `k`, differentiable with symmetric derivative away from
the origin, the virial `⟨x, v x⟩` has gradient `(k + 1) v x` at every `x ≠ 0`. -/
theorem hasFDerivAt_virial {k : ℝ} {v : E → E} (hv : HomogeneousField k v)
    (hd : ∀ x : E, x ≠ 0 → DifferentiableAt ℝ v x) (hs : CurlFree v) {x : E} (hx : x ≠ 0) :
    HasFDerivAt (fun y => ⟪y, v y⟫_ℝ) ((k + 1) • innerSL ℝ (v x)) x := by
  have h := (hasFDerivAt_id x).inner ℝ (hd x hx).hasFDerivAt
  refine h.congr_fderiv ?_
  ext a
  change ⟪x, fderiv ℝ v x a⟫_ℝ + ⟪a, v x⟫_ℝ = (k + 1) * ⟪v x, a⟫_ℝ
  -- symmetry moves the derivative onto `x`, where Euler's relation applies
  have e : ⟪x, fderiv ℝ v x a⟫_ℝ = k * ⟪v x, a⟫_ℝ := by
    rw [← hs x hx x a, euler_relation hv hx (hd x hx), real_inner_smul_left]
  rw [e, real_inner_comm (v x) a]
  ring
```

The `change` line displays the product rule, and `e` carries out the symmetry and Euler steps.

## Dividing by k + 1

For \(k\neq-1\) the factor can be divided out:

\[
DF(x)[a]=\frac{1}{k+1}\,(k+1)\langle v(x),a\rangle=\langle v(x),a\rangle .
\]

The theorem says that a field with the three properties (scaling with degree \(k\neq-1\), differentiability and symmetric derivative at every nonzero point) has `virialPotential k v` as a potential.

```lean
/-- If `v` is homogeneous of degree `k ≠ -1` and differentiable with symmetric derivative away from
the origin, then `⟨x, v x⟩ / (k + 1)` has gradient `v x` at every `x ≠ 0`. -/
theorem isPotential_virialPotential {k : ℝ} (hk : k ≠ -1) {v : E → E}
    (hv : HomogeneousField k v) (hd : ∀ x : E, x ≠ 0 → DifferentiableAt ℝ v x)
    (hs : CurlFree v) : IsPotential (virialPotential k v) v := by
  intro x hx
  have hk1 : k + 1 ≠ 0 := fun h => hk (by linarith)
  have hF : virialPotential k v = fun y => (k + 1)⁻¹ * ⟪y, v y⟫_ℝ := by
    funext y
    rw [virialPotential, div_eq_inv_mul]
  rw [hF]
  refine ((hasFDerivAt_virial hv hd hs hx).const_mul (k + 1)⁻¹).congr_fderiv ?_
  rw [smul_smul, inv_mul_cancel₀ hk1, one_smul]
```

The theorem concerns a single vector and a field whose only possible singularity is at the origin. A system of many charges is singular wherever two of them meet. To reach it, one applies the result to each pair separation and adds the energies, a chain-rule step that lies between this theorem and the many-particle system.

## The exceptional degree −1

At \(k=-1\) the virial has zero gradient. If a multiple \(c\langle x,v(x)\rangle\) had gradient \(v(x)\), evaluating both derivatives along \(v(x)\) would give

\[
\|v(x)\|^2=c\,(-1+1)\,\|v(x)\|^2=0,
\]

which is impossible where \(v(x)\neq0\).

```lean
/-- The exceptional degree: for a field of degree `-1`, differentiable with symmetric derivative
away from the origin, no multiple of the virial has gradient `v x` at a point `x ≠ 0` where
`v x ≠ 0`. -/
theorem no_virial_potential_of_degree_neg_one {v : E → E} (hv : HomogeneousField (-1) v)
    (hd : ∀ x : E, x ≠ 0 → DifferentiableAt ℝ v x) (hs : CurlFree v) {x : E} (hx : x ≠ 0)
    (hvx : v x ≠ 0) (c : ℝ) :
    ¬ HasFDerivAt (fun y => c * ⟪y, v y⟫_ℝ) (innerSL ℝ (v x)) x := by
  intro h
  have h0 := h.unique ((hasFDerivAt_virial hv hd hs hx).const_mul c)
  -- evaluate both derivatives along `v x`
  have h1 : ⟪v x, v x⟫_ℝ = c * ((-1 + 1) * ⟪v x, v x⟫_ℝ) :=
    congrArg (fun L : E →L[ℝ] ℝ => L (v x)) h0
  have h2 : ⟪v x, v x⟫_ℝ = 0 := by linarith
  exact hvx (inner_self_eq_zero.mp h2)
```

This excludes multiples of the virial, not potentials of another form. The field \(x/\|x\|^2\), which in the plane is that of a line charge, has constant virial 1, and its potential is the familiar \(\ln\|x\|\).

## A potential forces symmetry

Suppose conversely that a differentiable field has some potential \(F\) away from the origin. Differentiating \(DF(x)[b]=\langle v(x),b\rangle\) once more along \(a\), and using that second derivatives commute, gives

\[
\langle Dv(x)[a],b\rangle=D^2F(x)[a,b]=D^2F(x)[b,a]=\langle Dv(x)[b],a\rangle .
\]

No scaling law is needed.

```lean
/-- Converse: a field that is differentiable away from the origin and has a potential there
has a symmetric derivative at every nonzero point. -/
theorem curlFree_of_isPotential {F : E → ℝ} {v : E → E}
    (hd : ∀ x : E, x ≠ 0 → DifferentiableAt ℝ v x) (hF : IsPotential F v) : CurlFree v := by
  intro x hx a b
  -- the inner product as a linear map from vectors to functionals
  let J : E →L[ℝ] E →L[ℝ] ℝ := LinearMap.mkContinuous
    { toFun := fun u => innerSL ℝ u
      map_add' := fun u w => by
        ext z
        exact inner_add_left u w z
      map_smul' := fun r u => by
        ext z
        exact real_inner_smul_left u z r } 1
    (fun u => by
      rw [one_mul]
      exact (innerSL_apply_norm ℝ u).le)
  have hJ : HasFDerivAt (fun y => J (v y)) (J.comp (fderiv ℝ v x)) x :=
    J.hasFDerivAt.comp x (hd x hx).hasFDerivAt
  have hev : ∀ᶠ y in 𝓝 x, HasFDerivAt F (J (v y)) y := by
    filter_upwards [isOpen_ne.mem_nhds hx] with y hy
    exact hF y hy
  -- second derivatives of the potential commute
  have h : ⟪fderiv ℝ v x a, b⟫_ℝ = ⟪fderiv ℝ v x b, a⟫_ℝ :=
    second_derivative_symmetric_of_eventually hev hJ a b
  exact h.trans (real_inner_comm _ _)
```

The map `J` turns a vector into the functional it defines, so that \(J(v(y))\) is the derivative of \(F\) at \(y\). `hJ` differentiates it again, and Mathlib's theorem on symmetric second derivatives finishes the argument. The plane rotation field \((-y,x)\) shows the condition at work: it has degree 1 and zero virial, but its derivative is not symmetric, so it has no potential.

## Central power laws

The standard examples are the fields \(\|x\|^p x\) with real \(p\).

```lean
/-- The central power-law field `‖x‖ ^ p x`, considered for `x ≠ 0`. -/
def centralField (p : ℝ) (x : E) : E := ‖x‖ ^ p • x
```

Since \(\|x\|^p=(\|x\|^2)^{p/2}\) and \(D\|x\|^2[a]=2\langle x,a\rangle\), the chain rule gives \(D\|x\|^p[a]=p\|x\|^{p-2}\langle x,a\rangle\) for \(x\neq0\). The product rule then yields

\[
Dv(x)[a]=\|x\|^p a+p\|x\|^{p-2}\langle x,a\rangle\,x .
\]

```lean
/-- At `x ≠ 0` the derivative of the central field `‖x‖ ^ p x` sends `a` to
`‖x‖ ^ p a + p ‖x‖ ^ (p - 2) ⟨x, a⟩ x`. -/
theorem hasFDerivAt_centralField (p : ℝ) {x : E} (hx : x ≠ 0) :
    HasFDerivAt (centralField p) (‖x‖ ^ p • ContinuousLinearMap.id ℝ E +
      ((p * ‖x‖ ^ (p - 2)) • innerSL ℝ x).smulRight x) x := by
  have hpow : ∀ (y : E) (q : ℝ), (‖y‖ ^ 2) ^ (q / 2) = ‖y‖ ^ q := by
    intro y q
    rw [← Real.rpow_two, ← Real.rpow_mul (norm_nonneg y)]
    congr 1
    ring
  have hN : HasFDerivAt (fun y : E => ‖y‖ ^ p) ((p * ‖x‖ ^ (p - 2)) • innerSL ℝ x) x := by
    have h2 := (hasStrictFDerivAt_norm_sq x).hasFDerivAt.rpow_const (p := p / 2)
      (Or.inl (pow_ne_zero 2 (norm_ne_zero_iff.mpr hx)))
    refine (h2.congr_of_eventuallyEq
      (Eventually.of_forall fun y => (hpow y p).symm)).congr_fderiv ?_
    rw [show p / 2 - 1 = (p - 2) / 2 by ring, hpow]
    module
  exact hN.smul (hasFDerivAt_id x)
```

`hpow` rewrites the power of the norm, and `hN` is its derivative.

The scaling law follows from \(\|tx\|^p\,tx=t^{p+1}\|x\|^p x\), so the degree is \(k=p+1\), not \(p\). The derivative is symmetric because

\[
\langle Dv(x)[a],b\rangle=\|x\|^p\langle a,b\rangle+p\|x\|^{p-2}\langle x,a\rangle\langle x,b\rangle
\]

does not change when \(a\) and \(b\) are exchanged.

```lean
/-- The central field `‖x‖ ^ p x` is homogeneous of degree `p + 1`, and away from the origin it
is differentiable with symmetric derivative. -/
theorem centralField_witness (p : ℝ) :
    HomogeneousField (p + 1) (centralField p : E → E) ∧
      (∀ x : E, x ≠ 0 → DifferentiableAt ℝ (centralField p) x) ∧
      CurlFree (centralField p : E → E) := by
  refine ⟨?_, fun x hx => (hasFDerivAt_centralField p hx).differentiableAt, ?_⟩
  · intro t ht x _
    simp only [centralField]
    rw [norm_smul, Real.norm_of_nonneg ht.le, Real.mul_rpow ht.le (norm_nonneg x),
      Real.rpow_add_one ht.ne', smul_smul, smul_smul]
    congr 1
    ring
  · intro x hx a b
    rw [(hasFDerivAt_centralField p hx).fderiv]
    change ⟪‖x‖ ^ p • a + (p * ‖x‖ ^ (p - 2) * ⟪x, a⟫_ℝ) • x, b⟫_ℝ =
      ⟪a, ‖x‖ ^ p • b + (p * ‖x‖ ^ (p - 2) * ⟪x, b⟫_ℝ) • x⟫_ℝ
    rw [inner_add_left, inner_add_right, real_inner_smul_left, real_inner_smul_left,
      real_inner_smul_right, real_inner_smul_right, real_inner_comm x a]
    ring
```

All hypotheses are therefore met, and for \(p\neq-2\) the potential is

\[
F(x)=\frac{\langle x,\|x\|^p x\rangle}{p+2}=\frac{\|x\|^{p+2}}{p+2}.
\]

```lean
/-- For `p ≠ -2` the function `‖x‖ ^ (p + 2) / (p + 2)` has gradient `‖x‖ ^ p x` at every
`x ≠ 0`. -/
theorem isPotential_centralField {p : ℝ} (hp : p ≠ -2) :
    IsPotential (fun x : E => ‖x‖ ^ (p + 2) / (p + 2)) (centralField p) := by
  intro x hx
  obtain ⟨hv, hd, hs⟩ := centralField_witness (E := E) p
  have h := isPotential_virialPotential (fun h => hp (by linarith)) hv hd hs x hx
  refine h.congr_of_eventuallyEq ?_
  -- away from the origin the virial formula is the power law
  filter_upwards [isOpen_ne.mem_nhds hx] with y hy
  simp only [virialPotential, centralField]
  rw [real_inner_smul_right, real_inner_self_eq_norm_sq,
    Real.rpow_add (norm_pos_iff.mpr hy), Real.rpow_two, show p + 1 + 1 = p + 2 by ring]

end

end HomogeneousFieldPotential
```

The proof applies the main theorem with \(k=p+1\) and then replaces the virial formula by the power law, which equals it at all nonzero points near \(x\).

```lean
#print axioms HomogeneousFieldPotential.no_virial_potential_of_degree_neg_one
-- 'HomogeneousFieldPotential.no_virial_potential_of_degree_neg_one' depends on axioms: [propext, Classical.choice, Quot.sound]
#print axioms HomogeneousFieldPotential.curlFree_of_isPotential
-- 'HomogeneousFieldPotential.curlFree_of_isPotential' depends on axioms: [propext, Classical.choice, Quot.sound]
#print axioms HomogeneousFieldPotential.isPotential_centralField
-- 'HomogeneousFieldPotential.isPotential_centralField' depends on axioms: [propext, Classical.choice, Quot.sound]
```

For \(p=-3\) this gives \(F=-1/\|x\|\). The repulsion between two unit charges in atomic units is \(x/\|x\|^3\), so the energy is \(U=-F=1/\|x\|\). At separation 2 the force is \(1/4\), and force times distance gives \(1/2\), the correct energy, because \(k+1=-1\) cancels the sign in \(U=-F\).

## The factor one half in the Hartree energy

In an electronic-structure calculation with a finite real basis for the density, the case \(k=1\) gives the classical Coulomb energy. Let \(c\) be the vector of density coefficients and \(J\) the symmetric matrix of Coulomb integrals between the density basis functions (unrelated to the map `J` above). Integrating the electrostatic potential of this density against each basis function gives the vector \(v(c)=Jc\), which plays the role of the field \(v\), not of the potential \(F\). This field is linear, so \(k=1\), and its derivative is the symmetric matrix \(J\). Since \(v\) is here the gradient of the energy and not a force, the energy that vanishes at \(c=0\) is \(F\) itself, not \(-F\):

\[
E_{\mathrm H}=\tfrac12\langle c,Jc\rangle .
\]

With \(J=\begin{pmatrix}2&1\\1&2\end{pmatrix}\) and \(c=(1,1)\), the field is \((3,3)\), its product with \(c\) is 6, and the energy is 3. In a self-consistent Kohn–Sham calculation the orbital energies summed over all electrons contain the full product \(\langle c,Jc\rangle=2E_{\mathrm H}\), so a total energy built from that sum must subtract \(E_{\mathrm H}\) once.
